# The weight of a normal mode on modes of a changed Hessian at eigenvalue distance $d>0$ or more is at most $|(H'-H)u|^2/d^2$

## Hessians, modes and weights

Let $H$ and $H'$ be two real mass-weighted Hessians, written in the same finite set of mass-weighted coordinates. Their eigenvalues are squared angular frequencies, so differences between eigenvalues are differences in $\omega^2$, not in $\omega$. Negative eigenvalues, as at a saddle point, are allowed.

A mode system of $H'$ is a square matrix $V$ with orthonormal columns and a list of eigenvalues $\mu_i$ such that $H'V=V\,\mathrm{diag}(\mu)$. The weight of a displacement $u$ on mode $i$ is
$$w_i=(V^{T}u)_i^2 .$$
For a unit vector this is the squared overlap often used to match modes between two calculations. Lengths are Euclidean, $|x|^2=x\cdot x$.

Suppose that $Hu=au$, and let $d>0$. The distant weight $W$ is the sum of $w_i$ over all modes with $|\mu_i-a|\ge d$.

## What is claimed

The main bound is
$$W\le \frac{|(H'-H)u|^2}{d^2}.$$

It has a consequence for labels. Let $u$ be a unit vector, and let every mode of $H'$ except mode $k$ have an eigenvalue at least $d$ from $a$. If $|(H'-H)u|<d/\sqrt2$, then $w_k>1/2$. Within the harmonic model, this is a sufficient condition, not a necessary one, for a mode to keep its label by largest overlap after a change of geometry or electronic-structure method.

In Lean, the coordinates are indexed by a finite type `n`, and `IsModeSystem H' V μ` says that $V$ and $\mu$ form a mode system of $H'$. This forces $H'$ to be symmetric; conversely, `exists_modeSystem` supplies a mode system for every symmetric matrix. `modeWeight V u i` is $w_i$, `farWeight V μ a d u` is $W$, and `⬝ᵥ` is the dot product, so the smallness condition appears in squared form, with `d ^ 2 / 2` on the right.

The main bound, `farWeight_le`, requires neither a symmetric $H$ nor a normalised $u$. For a nonzero $u$ of any length, dividing both sides by $u\cdot u$ gives the bound on the fraction of $u$ in distant modes. Anharmonicity does not enter, and the perturbation $H'-H$ is given, not estimated from a physical model.

## Deriving the bound

Since $V$ is square, $V^TV=1$ implies $VV^T=1$. Hence
$$\sum_i w_i=(V^Tu)\cdot(V^Tu)=u\cdot VV^Tu=u\cdot u .$$

The columns of $V$ are also left eigenvectors of $H'$:
$$V^TH'=V^TH'VV^T=V^TV\,\mathrm{diag}(\mu)V^T=\mathrm{diag}(\mu)V^T .$$
Together with $Hu=au$ this gives
$$\bigl(V^T(H'-H)u\bigr)_i=(\mu_i-a)(V^Tu)_i .$$
Squaring, summing and applying the first identity to the vector $(H'-H)u$, we find
$$\sum_i(\mu_i-a)^2w_i=|(H'-H)u|^2 .$$

Every distant mode has $(\mu_i-a)^2\ge d^2$, and all terms are nonnegative. Therefore
$$d^2W\le\sum_{|\mu_i-a|\ge d}(\mu_i-a)^2w_i\le|(H'-H)u|^2 ,$$
and division by $d^2$ gives the bound.

For the label, all modes other than $k$ are distant, so $1-w_k\le W<1/2$.

The same identity has a neighbouring consequence, which the file does not state: for a unit vector $u$, some eigenvalue of $H'$ lies within $|(H'-H)u|$ of $a$. Otherwise the weighted average of $(\mu_i-a)^2$ would exceed $|(H'-H)u|^2$.

## Two modes that mix equally

Take $H=\mathrm{diag}(0,d)$, number the modes 0 and 1, and rotate them by $\theta$. With $s=\sin\theta$ and $c=\cos\theta$,
$$R=\begin{pmatrix}c&-s\\s&c\end{pmatrix},\qquad H'=RHR^T,\qquad H'-H=ds\begin{pmatrix}s&-c\\-c&-s\end{pmatrix}.$$
The last matrix is orthogonal, so $H'-H$ stretches every vector by $|d\sin\theta|$, which is its operator norm.

The old mode $e_0=(1,0)$ has weights $c^2$ and $s^2$ on the new modes, whose eigenvalues are $0$ and $d$. For $d>0$ its distant weight is $s^2$, exactly the bound.

At $\theta=\pi/4$ the norm is $d/\sqrt2$, and both old modes have weights $1/2$ and $1/2$. Largest overlap then gives a tie, so the threshold $d/\sqrt2$ in the label criterion can't be raised.

## Degeneracy defeats a small perturbation

The label criterion needs some separation between $a$ and the other eigenvalues. Let $H=H'=0$ in two dimensions, with $u=e_0$ and $a=0$, and choose the columns of $R(\pi/4)$ as the modes of $H'$. The perturbation vanishes, yet both weights are $1/2$: a degenerate pair has no preferred axes.

## The Lean file and its proof

```lean
import Mathlib

open Matrix

namespace NormalModeMixing

noncomputable section

variable {n : Type*} [Fintype n] [DecidableEq n]

/-- The columns of `V` are orthonormal normal modes of the mass-weighted Hessian `H`,
with eigenvalues `μ`. -/
structure IsModeSystem (H V : Matrix n n ℝ) (μ : n → ℝ) : Prop where
  orthonormal : Vᵀ * V = 1
  eigen : H * V = V * diagonal μ

/-- The weight of the displacement `u` on mode `i`: its squared component along column `i`
of `V`. -/
def modeWeight (V : Matrix n n ℝ) (u : n → ℝ) (i : n) : ℝ := (Vᵀ *ᵥ u) i ^ 2

/-- The total weight of `u` on the modes whose eigenvalues lie at least `d` from `a`. -/
def farWeight (V : Matrix n n ℝ) (μ : n → ℝ) (a d : ℝ) (u : n → ℝ) : ℝ :=
  ∑ i with d ≤ |μ i - a|, modeWeight V u i

/-- Every real symmetric Hessian has a complete system of orthonormal normal modes. -/
theorem exists_modeSystem {H : Matrix n n ℝ} (hH : H.IsHermitian) :
    ∃ V μ, IsModeSystem H V μ := by
  refine ⟨(hH.eigenvectorUnitary : Matrix n n ℝ), hH.eigenvalues, ?_, ?_⟩
  · have h := Matrix.mem_unitaryGroup_iff'.mp hH.eigenvectorUnitary.2
    rwa [Matrix.star_eq_conjTranspose, Matrix.conjTranspose_eq_transpose_of_trivial] at h
  · ext i j
    have h := congrFun (hH.mulVec_eigenvectorBasis j) i
    rw [Matrix.mul_diagonal, Matrix.mul_apply]
    exact h.trans (mul_comm _ _)

/-- The weights of a displacement on all normal modes add up to its squared length. -/
theorem sum_modeWeight {H V : Matrix n n ℝ} {μ : n → ℝ} (h : IsModeSystem H V μ)
    (u : n → ℝ) : ∑ i, modeWeight V u i = u ⬝ᵥ u := by
  have hVV : V * Vᵀ = 1 := mul_eq_one_comm.mp h.orthonormal
  have key : (Vᵀ *ᵥ u) ⬝ᵥ (Vᵀ *ᵥ u) = u ⬝ᵥ u := by
    rw [Matrix.dotProduct_mulVec, Matrix.vecMul_transpose, Matrix.mulVec_mulVec, hVV,
      Matrix.one_mulVec]
  rw [← key]
  simp only [modeWeight, dotProduct, sq]

/-- If `u` is a mode of `H` with eigenvalue `a`, its weights on the modes of `H'`, each
multiplied by the squared eigenvalue shift from `a`, add up to the squared length of
`(H' - H) u`. -/
theorem sum_shift_sq_mul_weight {H H' V : Matrix n n ℝ} {μ u : n → ℝ} {a : ℝ}
    (h : IsModeSystem H' V μ) (hu : H *ᵥ u = a • u) :
    ∑ i, (μ i - a) ^ 2 * modeWeight V u i = ((H' - H) *ᵥ u) ⬝ᵥ ((H' - H) *ᵥ u) := by
  have hVV : V * Vᵀ = 1 := mul_eq_one_comm.mp h.orthonormal
  -- the modes are also left eigenvectors of `H'`
  have hleft : Vᵀ * H' = diagonal μ * Vᵀ := by
    calc Vᵀ * H' = Vᵀ * (H' * V) * Vᵀ := by
          rw [Matrix.mul_assoc, Matrix.mul_assoc, hVV, Matrix.mul_one]
      _ = diagonal μ * Vᵀ := by
          rw [h.eigen, ← Matrix.mul_assoc, h.orthonormal, Matrix.one_mul]
  -- project the perturbation acting on `u` onto each mode
  have key : ∀ i, (Vᵀ *ᵥ ((H' - H) *ᵥ u)) i = (μ i - a) * (Vᵀ *ᵥ u) i := by
    intro i
    rw [Matrix.sub_mulVec, hu, Matrix.mulVec_sub, Matrix.mulVec_mulVec, hleft,
      ← Matrix.mulVec_mulVec, Matrix.mulVec_smul]
    simp only [Pi.sub_apply, Pi.smul_apply, smul_eq_mul, Matrix.mulVec_diagonal]
    ring
  rw [← sum_modeWeight h ((H' - H) *ᵥ u)]
  refine Finset.sum_congr rfl fun i _ => ?_
  simp only [modeWeight]
  rw [key i]
  ring

/-- Let `u` be a mode of `H` with eigenvalue `a`, and let `d > 0`. Its weight on the modes
of `H'` with eigenvalues at least `d` from `a` is at most `|(H' - H) u|² / d²`. -/
theorem farWeight_le {H H' V : Matrix n n ℝ} {μ u : n → ℝ} {a d : ℝ}
    (h : IsModeSystem H' V μ) (hu : H *ᵥ u = a • u) (hd : 0 < d) :
    farWeight V μ a d u ≤ ((H' - H) *ᵥ u) ⬝ᵥ ((H' - H) *ᵥ u) / d ^ 2 := by
  have hw : ∀ i, 0 ≤ modeWeight V u i := fun i => sq_nonneg _
  rw [le_div_iff₀ (by positivity), ← sum_shift_sq_mul_weight h hu, farWeight,
    Finset.sum_mul]
  calc ∑ i with d ≤ |μ i - a|, modeWeight V u i * d ^ 2
      ≤ ∑ i with d ≤ |μ i - a|, (μ i - a) ^ 2 * modeWeight V u i := by
        refine Finset.sum_le_sum fun i hi => ?_
        have h1 := pow_le_pow_left₀ hd.le (Finset.mem_filter.mp hi).2 2
        rw [sq_abs] at h1
        linarith [mul_le_mul_of_nonneg_right h1 (hw i)]
    _ ≤ ∑ i, (μ i - a) ^ 2 * modeWeight V u i :=
        Finset.sum_le_sum_of_subset_of_nonneg (Finset.filter_subset _ _)
          fun i _ _ => mul_nonneg (sq_nonneg _) (hw i)

/-- Let `u` be a unit mode of `H` with eigenvalue `a`, and let all modes of `H'` except `k`
have eigenvalues at least `d > 0` from `a`. If `|(H' - H) u| < d / √2`, then mode `k` carries
more than half of the weight of `u`. -/
theorem label_survives {H H' V : Matrix n n ℝ} {μ u : n → ℝ} {a d : ℝ} {k : n}
    (h : IsModeSystem H' V μ) (hu : H *ᵥ u = a • u) (hunit : u ⬝ᵥ u = 1) (hd : 0 < d)
    (hgap : ∀ i, i ≠ k → d ≤ |μ i - a|)
    (hsmall : ((H' - H) *ᵥ u) ⬝ᵥ ((H' - H) *ᵥ u) < d ^ 2 / 2) :
    1 / 2 < modeWeight V u k := by
  have hfar : farWeight V μ a d u < 1 / 2 := by
    refine (farWeight_le h hu hd).trans_lt ?_
    rw [div_lt_iff₀ (by positivity)]
    linarith
  -- every mode other than `k` is counted in the distant weight
  have hrest : ∑ i ∈ Finset.univ.erase k, modeWeight V u i ≤ farWeight V μ a d u := by
    refine Finset.sum_le_sum_of_subset_of_nonneg (fun i hi => ?_) fun i _ _ => sq_nonneg _
    exact Finset.mem_filter.mpr ⟨Finset.mem_univ i, hgap i (Finset.ne_of_mem_erase hi)⟩
  have hsum := Finset.add_sum_erase Finset.univ (modeWeight V u) (Finset.mem_univ k)
  rw [sum_modeWeight h u, hunit] at hsum
  linarith

/-- Two uncoupled modes with eigenvalues `0` and `d`. -/
def twoMode (d : ℝ) : Matrix (Fin 2) (Fin 2) ℝ := diagonal ![0, d]

/-- Rotation of the two modes by the mixing angle `θ`. -/
def rot (θ : ℝ) : Matrix (Fin 2) (Fin 2) ℝ :=
  !![Real.cos θ, -Real.sin θ; Real.sin θ, Real.cos θ]

/-- The Hessian with eigenvalues `0` and `d` whose modes are rotated by `θ`. -/
def mixed (d θ : ℝ) : Matrix (Fin 2) (Fin 2) ℝ := rot θ * twoMode d * (rot θ)ᵀ

/-- The columns of the rotation by `θ` are orthonormal modes of the mixed Hessian, with
eigenvalues `0` and `d`. -/
theorem mixed_witness (d θ : ℝ) : IsModeSystem (mixed d θ) (rot θ) ![0, d] := by
  have horth : (rot θ)ᵀ * rot θ = 1 := by
    have h := Real.sin_sq_add_cos_sq θ
    ext i j
    fin_cases i <;> fin_cases j <;>
      simp [rot, Matrix.mul_apply, Fin.sum_univ_two] <;> linarith
  refine ⟨horth, ?_⟩
  rw [mixed, Matrix.mul_assoc, horth, Matrix.mul_one, twoMode]

/-- The perturbation that rotates the two modes by `θ` stretches every displacement by the
same factor `|d sin θ|`. -/
theorem perturbation_stretch (d θ : ℝ) (x : Fin 2 → ℝ) :
    ((mixed d θ - twoMode d) *ᵥ x) ⬝ᵥ ((mixed d θ - twoMode d) *ᵥ x)
      = (d * Real.sin θ) ^ 2 * (x ⬝ᵥ x) := by
  have hΔ : mixed d θ - twoMode d = !![d * Real.sin θ ^ 2, -(d * Real.sin θ * Real.cos θ);
      -(d * Real.sin θ * Real.cos θ), -(d * Real.sin θ ^ 2)] := by
    have h : d * Real.cos θ ^ 2 = d - d * Real.sin θ ^ 2 := by
      rw [Real.cos_sq']; ring
    -- only the mode with eigenvalue `d` contributes to the mixed Hessian
    have hent : ∀ i j, mixed d θ i j = d * rot θ i 1 * rot θ j 1 := by
      intro i j
      rw [mixed, twoMode, Matrix.mul_apply, Fin.sum_univ_two]
      simp only [Matrix.mul_diagonal, Matrix.transpose_apply, Matrix.cons_val_zero,
        Matrix.cons_val_one]
      ring
    ext i j
    rw [Matrix.sub_apply, hent]
    fin_cases i <;> fin_cases j <;>
      simp [rot, twoMode, -mul_eq_mul_right_iff, -mul_eq_mul_left_iff] <;> linarith
  rw [hΔ]
  simp only [Matrix.mulVec, dotProduct, Fin.sum_univ_two, Matrix.of_apply, Matrix.cons_val_zero,
    Matrix.cons_val_one]
  linear_combination (d * Real.sin θ) ^ 2 * (x 0 ^ 2 + x 1 ^ 2) * Real.sin_sq_add_cos_sq θ

/-- For `d > 0` and every mixing angle, the distant weight of the lower mode equals the bound
`|(H' - H) u|² / d²`, and both are `sin² θ`. -/
theorem bound_attained {d : ℝ} (hd : 0 < d) (θ : ℝ) :
    farWeight (rot θ) ![0, d] 0 d ![1, 0] = Real.sin θ ^ 2 ∧
    ((mixed d θ - twoMode d) *ᵥ ![1, 0]) ⬝ᵥ ((mixed d θ - twoMode d) *ᵥ ![1, 0]) / d ^ 2
      = Real.sin θ ^ 2 := by
  constructor
  · rw [farWeight, Finset.sum_filter, Fin.sum_univ_two]
    simp [modeWeight, rot, Matrix.mulVec, dotProduct, Fin.sum_univ_two, abs_of_pos hd,
      not_le_of_gt hd]
  · have h1 : (![1, 0] : Fin 2 → ℝ) ⬝ᵥ ![1, 0] = 1 := by
      simp [dotProduct, Fin.sum_univ_two]
    rw [perturbation_stretch, h1, mul_one, mul_pow, mul_div_cancel_left₀ _ (by positivity)]

/-- A perturbation of `diag(0, d)` that stretches every displacement by `|d| / √2` can turn
both original modes into equal mixtures of the new ones. -/
theorem equal_mixtures (d : ℝ) :
    IsModeSystem (mixed d (Real.pi / 4)) (rot (Real.pi / 4)) ![0, d] ∧
    (∀ x, ((mixed d (Real.pi / 4) - twoMode d) *ᵥ x) ⬝ᵥ
      ((mixed d (Real.pi / 4) - twoMode d) *ᵥ x) = (d / √2) ^ 2 * (x ⬝ᵥ x)) ∧
    ∀ i, modeWeight (rot (Real.pi / 4)) ![1, 0] i = 1 / 2 ∧
      modeWeight (rot (Real.pi / 4)) ![0, 1] i = 1 / 2 := by
  have h2 : √2 ^ 2 = (2 : ℝ) := Real.sq_sqrt (by norm_num)
  refine ⟨mixed_witness d _, fun x => ?_, fun i => ?_⟩
  · rw [perturbation_stretch, Real.sin_pi_div_four, mul_pow, div_pow, div_pow, h2]
    ring
  · fin_cases i <;>
      simp [modeWeight, rot, Matrix.mulVec, dotProduct, Fin.sum_univ_two, div_pow] <;>
      norm_num

end

end NormalModeMixing
```

```lean
#print axioms NormalModeMixing.farWeight_le
#print axioms NormalModeMixing.label_survives
#print axioms NormalModeMixing.bound_attained
#print axioms NormalModeMixing.equal_mixtures
```

```
'NormalModeMixing.farWeight_le' depends on axioms: [propext, Classical.choice, Quot.sound]
'NormalModeMixing.label_survives' depends on axioms: [propext, Classical.choice, Quot.sound]
'NormalModeMixing.bound_attained' depends on axioms: [propext, Classical.choice, Quot.sound]
'NormalModeMixing.equal_mixtures' depends on axioms: [propext, Classical.choice, Quot.sound]
```

`exists_modeSystem` takes the eigenvectors and eigenvalues from Mathlib's spectral theorem. `sum_modeWeight` is the sum rule for the weights; `mul_eq_one_comm` turns $V^TV=1$ into $VV^T=1$.

In `sum_shift_sq_mul_weight`, `hleft` is the left-eigenvector relation and `key` is the projection of $(H'-H)u$ onto one mode. The sum rule, applied to that vector, then finishes the identity.

`farWeight_le` first multiplies through by $d^2$. Its `calc` block contains the two inequalities of the derivation: replace $d^2$ by the larger squared shift, then add the nonnegative terms of the nearby modes. In `label_survives`, `hfar` bounds the distant weight by one half, `hrest` places every mode except $k$ in it, and `Finset.add_sum_erase` separates $w_k$ from the total.

For the two-mode example, `mixed_witness` verifies that the rotated columns are modes of `mixed d θ`. `perturbation_stretch` computes the difference matrix in `hΔ`, and `linear_combination` reduces the squared length with $\sin^2\theta+\cos^2\theta=1$. The operator norm is thus expressed by a stretch identity for every vector, not by a Lean norm. `bound_attained` evaluates both sides of the bound for $e_0$, and `equal_mixtures` sets $\theta=\pi/4$ and computes all four weights.
